# A density that tends to zero can have a diverging reduced gradient

When a plane-wave code evaluates a gradient-corrected exchange functional on its real-space grid, it commonly skips the points where the density is below a small threshold. If the enhancement factor is bounded, the exchange energy density discarded at these points is small. The reduced gradient at the same points can still be arbitrarily large, because a small density puts no upper limit on it.

## Residual density in a vacuum region

In a plane-wave calculation of a slab or a molecule, much of the cell is vacuum. The density there is tiny but not constant: the finite basis leaves small oscillations in it. A generalised gradient approximation takes the density $\rho$ and its slope at each point and forms the reduced gradient

$$s = \frac{|\rho'|}{\rho^{4/3}},$$

then the exchange energy density $\rho^{4/3}F(s)$, where $F$ is the enhancement factor. Both the numerator and the denominator of $s$ are small in vacuum, so the size of their ratio has to be worked out.

Take the oscillating density

$$\rho_\varepsilon(x) = \varepsilon\,(2+\sin kx), \qquad \varepsilon>0,\ k>0,$$

with amplitude $\varepsilon$ and wave number $k$. It is an ordinary three-dimensional density that varies along one direction only, which is why the exponent is $4/3$ although there is a single coordinate.

The textbook $s$ has a further factor $1/[2(3\pi^2)^{1/3}]$, and the textbook exchange energy density has a negative constant in front. Both are left out here. They change the numerical values, but not whether a quantity tends to zero or diverges.

## What happens as the amplitude vanishes

The theorem `negligible_density_unbounded_gradient` fixes $k>0$ and makes four statements:

1. $\rho_\varepsilon\to0$ uniformly in $x$ as $\varepsilon\to0^+$.
2. If $|F(s)|\le C$ for all $s\ge0$, then $\rho_\varepsilon^{4/3}F(s)\to0$ uniformly in $x$.
3. For every $\varepsilon>0$, $s(0)=k\,2^{-4/3}\varepsilon^{-1/3}$.
4. At every $x$ with $\cos kx\neq0$, $s(x)\to\infty$ as $\varepsilon\to0^+$.

In Lean, a density is a function `ρ : ℝ → ℝ`, and `vacuumNoise k ε` is $\rho_\varepsilon$. The definition `reducedGradient` uses the exact derivative `deriv` and a real power, and `exchangeDensity F ρ x` is $\rho^{4/3}F(s)$ at $x$. The filter `𝓝[>] 0` stands for $\varepsilon\to0^+$, `TendstoUniformly` for convergence uniform over the whole real line, and `Tendsto … atTop` for divergence to $+\infty$.

The bound $C$ stands for an enhancement factor that saturates at large $s$, as that of the PBE functional does. Nothing else is asked of $F$, not even continuity. The statements concern the exchange energy density; the exchange potential and correlation do not enter.

The step from this model to a real calculation is the shape of the noise. A residual density on a grid has many Fourier components and may turn negative, whereas $\rho_\varepsilon$ is a single positive wave whose shape stays fixed as it shrinks.

## Scaling the density down scales the reduced gradient up

Let $g$ be a density profile that is positive and differentiable at $x$, and let $\rho=\varepsilon g$. The slope is $\rho'=\varepsilon g'$, and $\rho^{4/3}=\varepsilon^{4/3}g^{4/3}$. Therefore

$$s_\rho(x)=\frac{\varepsilon\,|g'(x)|}{\varepsilon^{4/3}g(x)^{4/3}}=\varepsilon^{-1/3}s_g(x).$$

The denominator falls faster than the slope. If $g'(x)\ne0$, then $s_g(x)$ is a fixed positive number, and $s_\rho(x)$ diverges as $\varepsilon\to0^+$.

For the noise, $g(x)=2+\sin kx$ and $g'(x)=k\cos kx$. The profile is positive everywhere, so $s$ diverges wherever $\cos kx\ne0$. At the origin $g(0)=2$ and $g'(0)=k$, which gives

$$s(0)=\varepsilon^{-1/3}\,\frac{k}{2^{4/3}}.$$

At the crests and troughs of the wave $\cos kx=0$, and there $s=0$ for every $\varepsilon$.

## The energy density stays small when $F$ is bounded

Suppose $0\le\rho(x)\le m$ and $|F|\le C$ on $s\ge0$. Since $s$ is never negative,

$$\bigl|\rho^{4/3}F(s)\bigr| = \rho^{4/3}\,|F(s)| \le m^{4/3}C,$$

whatever the value of $s$. Because $-1\le\sin kx\le1$, the noise satisfies $\varepsilon\le\rho_\varepsilon\le3\varepsilon$. The density is thus at most $3\varepsilon$, and the energy density at most $(3\varepsilon)^{4/3}C$ in modulus. Neither bound depends on $x$ and both tend to zero, so both limits are uniform.

For an unbounded $F$ the conclusion can fail. With $F(s)=s^4$, the energy density at the origin is

$$\rho^{4/3}s^4=\frac{|\rho'|^4}{\rho^4}=\frac{(k\varepsilon)^4}{(2\varepsilon)^4}=\frac{k^4}{16}$$

for every $\varepsilon>0$. Growth no faster than $s^4$ is therefore not enough to make the energy density vanish. Slower growth can be harmless: for $F(s)=s^p$ the same count of powers gives $\varepsilon^{(4-p)/3}$, which tends to zero when $0\le p<4$. The Lean file has no theorem for the powers $0<p<4$.

## One vacuum point on the grid

In a plane-wave calculation, the density is typically transformed to reciprocal space, each component is multiplied by $i\mathbf G$, where $\mathbf G$ is its reciprocal lattice vector, and the result is transformed back to give the gradient on the grid. The code then forms $s$ and $F(s)$ point by point.

Take $\varepsilon=10^{-12}$ and $k=1$ in atomic units. At the origin the density is $2\times10^{-12}$, while $s(0)=2^{-4/3}\times10^{4}\approx 3970$, or about 640 in the textbook normalisation. The energy density is nevertheless at most about $4.3\times10^{-16}\,C$ in modulus everywhere.

A threshold $m$ on the density uses the same pointwise bound. If the skipped points have $0\le\rho\le m$, each loses at most $m^{4/3}C$ of energy density, so the loss in a cell of volume $V$ is at most $Vm^{4/3}C$, up to the constant prefactor. The threshold says nothing about how large $s$ is at those points.

## The Lean file

```lean
import Mathlib

open Filter Topology

namespace VacuumNoiseGradient

noncomputable section

/-- The reduced density gradient `s = |ρ'| / ρ^(4/3)` of a density on the line,
meant for points where `ρ` is positive. -/
def reducedGradient (ρ : ℝ → ℝ) (x : ℝ) : ℝ :=
  |deriv ρ x| / ρ x ^ (4 / 3 : ℝ)

/-- The exchange energy density `ρ^(4/3) F(s)` with enhancement factor `F`,
meant for points where `ρ` is positive. -/
def exchangeDensity (F : ℝ → ℝ) (ρ : ℝ → ℝ) (x : ℝ) : ℝ :=
  ρ x ^ (4 / 3 : ℝ) * F (reducedGradient ρ x)

/-- Vacuum noise of amplitude `ε` and wave number `k`: `ρ(x) = ε (2 + sin kx)`. -/
def vacuumNoise (k ε x : ℝ) : ℝ := ε * (2 + Real.sin (k * x))

/-- Multiplying a density by `ε > 0` multiplies its reduced gradient by `ε^(-1/3)`,
at any point where the density is positive and differentiable. -/
theorem reducedGradient_scale {g : ℝ → ℝ} {x ε : ℝ} (hε : 0 < ε)
    (hd : DifferentiableAt ℝ g x) (hg : 0 < g x) :
    reducedGradient (fun y => ε * g y) x = ε ^ (-(1 / 3) : ℝ) * reducedGradient g x := by
  have hderiv : deriv (fun y => ε * g y) x = ε * deriv g x :=
    (hd.hasDerivAt.const_mul ε).deriv
  -- the slope scales as ε, the denominator as ε^(4/3)
  have hp : ε = ε ^ (-(1 / 3) : ℝ) * ε ^ (4 / 3 : ℝ) := by
    rw [← Real.rpow_add hε]
    norm_num
  have hne : ε ^ (4 / 3 : ℝ) ≠ 0 := (Real.rpow_pos_of_pos hε _).ne'
  have hq : ε / ε ^ (4 / 3 : ℝ) = ε ^ (-(1 / 3) : ℝ) := (div_eq_iff hne).2 hp
  unfold reducedGradient
  rw [hderiv, abs_mul, abs_of_pos hε, Real.mul_rpow hε.le hg.le, mul_div_mul_comm, hq]

/-- Where a density profile is positive and has non-zero slope, its reduced gradient
diverges as the profile is scaled down to zero. -/
theorem reducedGradient_tendsto_atTop {g : ℝ → ℝ} {x : ℝ}
    (hd : DifferentiableAt ℝ g x) (hg : 0 < g x) (hs : deriv g x ≠ 0) :
    Tendsto (fun ε : ℝ => reducedGradient (fun y => ε * g y) x) (𝓝[>] 0) atTop := by
  have hpos : 0 < reducedGradient g x :=
    div_pos (abs_pos.2 hs) (Real.rpow_pos_of_pos hg _)
  have h1 : Tendsto (fun ε : ℝ => ε⁻¹ ^ (1 / 3 : ℝ)) (𝓝[>] 0) atTop :=
    (tendsto_rpow_atTop (by norm_num)).comp tendsto_inv_nhdsGT_zero
  refine (h1.atTop_mul_const hpos).congr' ?_
  filter_upwards [self_mem_nhdsWithin] with ε hε
  have hε' : 0 < ε := hε
  rw [reducedGradient_scale hε' hd hg, Real.inv_rpow hε'.le, Real.rpow_neg hε'.le]

/-- If `0 ≤ ρ ≤ m` at a point and `|F| ≤ C` on non-negative arguments, the exchange energy
density there is at most `m^(4/3) C` in modulus. -/
theorem abs_exchangeDensity_le {F ρ : ℝ → ℝ} {C m x : ℝ}
    (hF : ∀ s, 0 ≤ s → |F s| ≤ C) (h0 : 0 ≤ ρ x) (hm : ρ x ≤ m) :
    |exchangeDensity F ρ x| ≤ m ^ (4 / 3 : ℝ) * C := by
  have hs : 0 ≤ reducedGradient ρ x := div_nonneg (abs_nonneg _) (Real.rpow_nonneg h0 _)
  unfold exchangeDensity
  rw [abs_mul, abs_of_nonneg (Real.rpow_nonneg h0 _)]
  exact mul_le_mul (Real.rpow_le_rpow h0 hm (by norm_num)) (hF _ hs) (abs_nonneg _)
    (Real.rpow_nonneg (h0.trans hm) _)

/-- Vacuum noise of amplitude `ε > 0` lies between `ε` and `3ε` everywhere. -/
theorem vacuumNoise_bounds (k x : ℝ) {ε : ℝ} (hε : 0 < ε) :
    ε ≤ vacuumNoise k ε x ∧ vacuumNoise k ε x ≤ 3 * ε := by
  unfold vacuumNoise
  constructor
  · nlinarith [Real.neg_one_le_sin (k * x)]
  · nlinarith [Real.sin_le_one (k * x)]

/-- The slope of the vacuum noise is `ε k cos kx`. -/
theorem hasDerivAt_vacuumNoise (k ε x : ℝ) :
    HasDerivAt (vacuumNoise k ε) (ε * (k * Real.cos (k * x))) x := by
  have h := ((((hasDerivAt_id' x).const_mul k).sin).const_add 2).const_mul ε
  exact h.congr_deriv (by ring)

/-- A family of functions bounded in modulus by a number that tends to zero with `ε`
tends to zero uniformly. -/
theorem tendstoUniformly_zero_of_bound {f : ℝ → ℝ → ℝ} {b : ℝ → ℝ}
    (hf : ∀ ε, 0 < ε → ∀ x, |f ε x| ≤ b ε) (hb : Tendsto b (𝓝[>] 0) (𝓝 0)) :
    TendstoUniformly f (fun _ => 0) (𝓝[>] 0) := by
  rw [Metric.tendstoUniformly_iff]
  intro δ hδ
  filter_upwards [self_mem_nhdsWithin, hb.eventually (gt_mem_nhds hδ)] with ε hε hlt x
  rw [dist_comm, Real.dist_eq, sub_zero]
  exact (hf ε hε x).trans_lt hlt

/-- As the amplitude of vacuum noise with `k > 0` tends to zero from above, the density and, for
every bounded `F`, the exchange energy density vanish uniformly. Yet the reduced gradient at the
origin is `k 2^(-4/3) ε^(-1/3)`, and it diverges at every point where `cos kx ≠ 0`. -/
theorem negligible_density_unbounded_gradient {k : ℝ} (hk : 0 < k) :
    TendstoUniformly (vacuumNoise k) (fun _ => 0) (𝓝[>] 0) ∧
    (∀ (F : ℝ → ℝ) (C : ℝ), (∀ s, 0 ≤ s → |F s| ≤ C) →
      TendstoUniformly (fun ε => exchangeDensity F (vacuumNoise k ε)) (fun _ => 0) (𝓝[>] 0)) ∧
    (∀ ε, 0 < ε → reducedGradient (vacuumNoise k ε) 0
      = k * 2 ^ (-(4 / 3) : ℝ) * ε ^ (-(1 / 3) : ℝ)) ∧
    (∀ x, Real.cos (k * x) ≠ 0 →
      Tendsto (fun ε => reducedGradient (vacuumNoise k ε) x) (𝓝[>] 0) atTop) := by
  -- the profile 2 + sin kx, its slope and its positivity
  have hd : ∀ x, HasDerivAt (fun y : ℝ => 2 + Real.sin (k * y)) (k * Real.cos (k * x)) x := by
    intro x
    have h := (((hasDerivAt_id' x).const_mul k).sin).const_add 2
    exact h.congr_deriv (by ring)
  have hpos : ∀ x, 0 < 2 + Real.sin (k * x) := fun x => by
    linarith [Real.neg_one_le_sin (k * x)]
  refine ⟨?_, ?_, ?_, ?_⟩
  · refine tendstoUniformly_zero_of_bound (b := fun ε => 3 * ε) (fun ε hε x => ?_) ?_
    · have hb := vacuumNoise_bounds k x hε
      rw [abs_of_nonneg (hε.le.trans hb.1)]
      exact hb.2
    · have hc : Continuous (fun ε : ℝ => 3 * ε) := continuous_const.mul continuous_id
      have h : Tendsto (fun ε : ℝ => 3 * ε) (𝓝 0) (𝓝 (3 * (0 : ℝ))) := hc.tendsto 0
      rw [mul_zero] at h
      exact h.mono_left nhdsWithin_le_nhds
  · intro F C hF
    refine tendstoUniformly_zero_of_bound (b := fun ε => (3 * ε) ^ (4 / 3 : ℝ) * C)
      (fun ε hε x => ?_) ?_
    · have hb := vacuumNoise_bounds k x hε
      exact abs_exchangeDensity_le hF (hε.le.trans hb.1) hb.2
    · have hc : Continuous (fun ε : ℝ => (3 * ε) ^ (4 / 3 : ℝ) * C) :=
        ((continuous_const.mul continuous_id).rpow_const
          (fun _ => Or.inr (by norm_num))).mul continuous_const
      have h0 : (3 * (0 : ℝ)) ^ (4 / 3 : ℝ) * C = 0 := by
        rw [mul_zero, Real.zero_rpow (by norm_num), zero_mul]
      have h : Tendsto (fun ε : ℝ => (3 * ε) ^ (4 / 3 : ℝ) * C) (𝓝 0)
          (𝓝 ((3 * (0 : ℝ)) ^ (4 / 3 : ℝ) * C)) := hc.tendsto 0
      rw [h0] at h
      exact h.mono_left nhdsWithin_le_nhds
  · intro ε hε
    have h1 : reducedGradient (vacuumNoise k ε) 0 = ε ^ (-(1 / 3) : ℝ) *
        reducedGradient (fun y : ℝ => 2 + Real.sin (k * y)) 0 :=
      reducedGradient_scale hε (hd 0).differentiableAt (hpos 0)
    have h2 : reducedGradient (fun y : ℝ => 2 + Real.sin (k * y)) 0
        = k * 2 ^ (-(4 / 3) : ℝ) := by
      change |deriv (fun y : ℝ => 2 + Real.sin (k * y)) 0| /
        (2 + Real.sin (k * 0)) ^ (4 / 3 : ℝ) = _
      rw [(hd 0).deriv, mul_zero, Real.cos_zero, Real.sin_zero, mul_one, add_zero,
        abs_of_pos hk, Real.rpow_neg (by norm_num : (0 : ℝ) ≤ 2), div_eq_mul_inv]
    rw [h1, h2, mul_comm]
  · intro x hx
    have hne : deriv (fun y : ℝ => 2 + Real.sin (k * y)) x ≠ 0 := by
      rw [(hd x).deriv]
      exact mul_ne_zero hk.ne' hx
    exact reducedGradient_tendsto_atTop (hd x).differentiableAt (hpos x) hne

/-- For the unbounded enhancement factor `F(s) = s^4` and `k > 0`, the exchange energy density of
the vacuum noise at the origin is `k^4/16` for every amplitude `ε > 0`. -/
theorem quartic_enhancement_does_not_vanish {k ε : ℝ} (hk : 0 < k) (hε : 0 < ε) :
    exchangeDensity (fun s => s ^ 4) (vacuumNoise k ε) 0 = k ^ 4 / 16 := by
  have hv : vacuumNoise k ε 0 = 2 * ε := by
    simp [vacuumNoise, mul_comm]
  have h2 : 0 < 2 * ε := by positivity
  have hs : reducedGradient (vacuumNoise k ε) 0 = k * ε / (2 * ε) ^ (4 / 3 : ℝ) := by
    unfold reducedGradient
    rw [(hasDerivAt_vacuumNoise k ε 0).deriv, hv, mul_zero, Real.cos_zero, mul_one,
      abs_of_pos (mul_pos hε hk), mul_comm ε k]
  have ha : 0 < (2 * ε) ^ (4 / 3 : ℝ) := Real.rpow_pos_of_pos h2 _
  have ha3 : ((2 * ε) ^ (4 / 3 : ℝ)) ^ 3 = (2 * ε) ^ 4 := by
    rw [← Real.rpow_natCast, ← Real.rpow_mul h2.le, ← Real.rpow_natCast]
    norm_num
  change vacuumNoise k ε 0 ^ (4 / 3 : ℝ) * reducedGradient (vacuumNoise k ε) 0 ^ 4 = _
  rw [hs, hv]
  generalize (2 * ε) ^ (4 / 3 : ℝ) = a at ha ha3 ⊢
  -- three powers of ρ^(4/3) remain below; they equal ρ^4, whose ε^4 cancels that of the slope^4
  have h3 : a * (k * ε / a) ^ 4 = (k * ε) ^ 4 / a ^ 3 := by
    field_simp
  rw [h3, ha3, div_eq_div_iff (by positivity) (by norm_num)]
  ring

end

end VacuumNoiseGradient
```

```lean
#print axioms VacuumNoiseGradient.reducedGradient_tendsto_atTop
#print axioms VacuumNoiseGradient.negligible_density_unbounded_gradient
#print axioms VacuumNoiseGradient.quartic_enhancement_does_not_vanish
```

```
'VacuumNoiseGradient.reducedGradient_tendsto_atTop' depends on axioms: [propext, Classical.choice, Quot.sound]
'VacuumNoiseGradient.negligible_density_unbounded_gradient' depends on axioms: [propext, Classical.choice, Quot.sound]
'VacuumNoiseGradient.quartic_enhancement_does_not_vanish' depends on axioms: [propext, Classical.choice, Quot.sound]
```

## From the scaling law to the divergence

`reducedGradient_scale` is the law $s_\rho=\varepsilon^{-1/3}s_g$. The step `hderiv` takes $\varepsilon$ out of the derivative. The step `hp` writes $\varepsilon=\varepsilon^{-1/3}\varepsilon^{4/3}$, and `hq` turns this into $\varepsilon/\varepsilon^{4/3}=\varepsilon^{-1/3}$. The last rewrite splits the power of the product $\varepsilon g$ and separates the quotient into its $\varepsilon$ part and its $g$ part.

`reducedGradient_tendsto_atTop` derives the divergence. First, `hpos` records that $s_g(x)>0$ when the slope is non-zero. Then `h1` shows that $(1/\varepsilon)^{1/3}\to\infty$, and multiplication by the positive constant $s_g(x)$ preserves this. The scaling law is proved for $\varepsilon>0$, so `filter_upwards` restricts the comparison to positive $\varepsilon$, which is all that the one-sided limit sees.

## From pointwise bounds to uniform limits

`abs_exchangeDensity_le` is the estimate $m^{4/3}C$. It first proves $s\ge0$, because the bound on $F$ is assumed only there, and then multiplies the inequalities for $\rho^{4/3}$ and $|F(s)|$. `vacuumNoise_bounds` obtains $\varepsilon\le\rho_\varepsilon\le3\varepsilon$ from the range of the sine.

`tendstoUniformly_zero_of_bound` turns such estimates into uniform convergence. Given a tolerance $\delta>0$, the bound $b(\varepsilon)$ is eventually below $\delta$. Since $b(\varepsilon)$ does not involve $x$, the function is then below $\delta$ in modulus at all $x$ together.

## Assembling the four statements

The main theorem begins with the slope `hd` and the positivity `hpos` of the profile $2+\sin kx$, and then treats the four statements in order. The first two apply the uniform-limit lemma with the bounds $3\varepsilon$ and $(3\varepsilon)^{4/3}C$. Each bound is continuous in $\varepsilon$ and equals zero at $\varepsilon=0$, which supplies its limit.

For the third, `h1` applies the scaling law at the origin and `h2` evaluates the profile's reduced gradient there as $k\,2^{-4/3}$. For the fourth, $k\ne0$ and $\cos kx\ne0$ make the slope non-zero, and the divergence lemma applies.

`quartic_enhancement_does_not_vanish` takes the slope of the noise from `hasDerivAt_vacuumNoise`. It then names $a=(2\varepsilon)^{4/3}$ and uses two identities: $a\,(k\varepsilon/a)^4=(k\varepsilon)^4/a^3$, which is `h3`, and $a^3=(2\varepsilon)^4$, which is `ha3`. Together they leave $(k\varepsilon)^4/(2\varepsilon)^4=k^4/16$, where the amplitude has cancelled.
